# With squared overlaps as intensities, mixing leaves the centroid of core-level lines at the unmixed energy

When a low-spin core-hole state mixes with other configurations, its photoemission line becomes a main line with satellites. If the intensity of each line is the squared overlap of its final state with the unmixed hole state, the intensity-weighted mean energy remains the energy of the unmixed state:

$$\sum_j |\langle b_j,f\rangle|^2 E_j=\langle f,Hf\rangle .$$

Here $H$ is the Hamiltonian of the ion on a finite-dimensional space, $b_j$ are its orthonormal eigenstates with energies $E_j$, and $f$ is the unit vector of the unmixed hole state.

An example is 3s emission from Mn$^{2+}$. The quintet state with one 3s electron missing mixes with quintets that have a full 3s shell, two 3p holes and an extra 3d electron. The position of the main line alone then does not give the unmixed energy.

## States, intensities and the centroid

In Lean 4 with Mathlib:

```lean
import Mathlib

open scoped InnerProductSpace
open Matrix

namespace MultipletCentroid

noncomputable section

variable {V ι : Type*} [NormedAddCommGroup V] [InnerProductSpace ℂ V] [Fintype ι]
```

`V` is the complex inner product space of final ionic states, not a potential. The index type `ι` labels the eigenstates, and `Fintype ι` says that there are finitely many of them. A continuum of shake-off states therefore enters only through a finite set of basis states.

```lean
/-- The intensity of line `j`: the squared overlap of the final state `b j` with the
unmixed hole state `f`. -/
def intensity (b : OrthonormalBasis ι ℂ V) (f : V) (j : ι) : ℝ :=
  ‖inner ℂ (b j) f‖ ^ 2
```

This is $I_j=|\langle b_j,f\rangle|^2$. The type `OrthonormalBasis ι ℂ V` carries both the orthonormality and the completeness of the $b_j$. A "line" means one eigenstate, so degenerate eigenstates count separately here although they form one peak in a spectrum.

The step from this definition to a measured spectrum is the sudden approximation, with the same photoelectron matrix element for every line. In addition, removing the core electron from the initial state must populate no state of `V` orthogonal to $f$; configuration mixing in the initial state can violate this. These are physical assumptions that the hypotheses do not supply.

```lean
/-- The intensity-weighted mean energy of all lines, for a nonzero hole state `f`. -/
def centroid (b : OrthonormalBasis ι ℂ V) (E : ι → ℝ) (f : V) : ℝ :=
  (∑ j, intensity b f j * E j) / ∑ j, intensity b f j
```

The centroid is $\sum_j I_jE_j\big/\sum_j I_j$, as one would compute it from a list of peaks. The total intensity is not set to one in the definition. The energies are total energies of the ion; subtracting the initial-state energy to obtain binding energies moves all lines and the centroid equally.

```lean
/-- The real part of the inner product of `f` with `H f`. For a normalised `f` this is the energy of
the unmixed state. -/
def unmixedEnergy (H : V →ₗ[ℂ] V) (f : V) : ℝ :=
  (inner ℂ f (H f)).re
```

The unmixed energy is $\varepsilon=\operatorname{Re}\langle f,Hf\rangle$. Taking the real part makes it a real number by type, and the theorems below show that the imaginary part vanishes.

## The first moment is an expectation value

```lean
/-- If the orthonormal basis states `b j` are eigenstates of `H` with real energies `E j`,
the amplitude of `H f` on `b j` is `E j` times the amplitude of `f`. -/
theorem line_amplitude (b : OrthonormalBasis ι ℂ V) {H : V →ₗ[ℂ] V} {E : ι → ℝ}
    (hE : ∀ j, H (b j) = (E j : ℂ) • b j) (f : V) (j : ι) :
    inner ℂ (b j) (H f) = (E j : ℂ) * inner ℂ (b j) f := by
  classical
  have ho := orthonormal_iff_ite.mp b.orthonormal
  -- expand the hole state in the eigenstates
  conv_lhs => rw [← b.sum_repr' f]
  simp only [map_sum, map_smul, hE, inner_sum, inner_smul_right, ho, mul_ite, mul_one,
    mul_zero, Finset.sum_ite_eq, Finset.mem_univ, if_true]
  ring
```

The hypothesis `hE` reads $Hb_j=E_jb_j$ for every $j$, where `(E j : ℂ)` is the real energy regarded as a complex number. Hermiticity needs no separate assumption, since an operator with an orthonormal eigenbasis and real eigenvalues is Hermitian.

The claim is $\langle b_j,Hf\rangle=E_j\langle b_j,f\rangle$. By hand, expand $f=\sum_i\langle b_i,f\rangle b_i$ and apply $H$:

$$\langle b_j,Hf\rangle=\sum_i E_i\langle b_i,f\rangle\langle b_j,b_i\rangle=E_j\langle b_j,f\rangle .$$

The `conv_lhs` line makes the expansion, and `simp` uses orthonormality to reduce the sum to one term.

```lean
/-- For an orthonormal eigenbasis of `H` with real energies, the intensity-weighted sum of the line
energies is the inner product of `f` with `H f`. For a normalised `f` this is the expectation value
of `H`. -/
theorem first_moment (b : OrthonormalBasis ι ℂ V) {H : V →ₗ[ℂ] V} {E : ι → ℝ}
    (hE : ∀ j, H (b j) = (E j : ℂ) • b j) (f : V) :
    ((∑ j, intensity b f j * E j : ℝ) : ℂ) = inner ℂ f (H f) := by
  -- insert a complete set of final states
  rw [← b.sum_inner_mul_inner f (H f), Complex.ofReal_sum]
  refine Finset.sum_congr rfl fun j _ => ?_
  rw [line_amplitude b hE, ← inner_conj_symm f (b j)]
  simp only [intensity, Complex.ofReal_mul, Complex.ofReal_pow]
  have h := Complex.conj_mul' (inner ℂ (b j) f)
  linear_combination -(E j : ℂ) * h
```

Insert a complete set of states and use the previous result:

$$\langle f,Hf\rangle=\sum_j\langle f,b_j\rangle\langle b_j,Hf\rangle=\sum_jE_j\langle f,b_j\rangle\langle b_j,f\rangle=\sum_jI_jE_j .$$

The last step is $\bar z z=|z|^2$ with $z=\langle b_j,f\rangle$, which the proof takes from `Complex.conj_mul'`. As in physics, the inner product is conjugate-linear in its first argument. The equation holds in $\mathbb C$ with a real left side, so $\langle f,Hf\rangle$ is real. No normalisation of $f$ is needed yet.

```lean
/-- For an orthonormal eigenbasis of `H` with real energies and a normalised hole state `f`,
the centroid of the lines is the expectation value of `H` in `f`. -/
theorem centroid_eq_unmixed (b : OrthonormalBasis ι ℂ V) {H : V →ₗ[ℂ] V} {E : ι → ℝ}
    (hE : ∀ j, H (b j) = (E j : ℂ) • b j) {f : V} (hf : ‖f‖ = 1) :
    (centroid b E f : ℂ) = inner ℂ f (H f) := by
  -- the total intensity of a normalised state is one
  have htot : ∑ j, intensity b f j = 1 := by
    have h := b.sum_sq_norm_inner_right f
    rw [hf, one_pow] at h
    exact h
  rw [centroid, htot, div_one]
  exact first_moment b hE f
```

This is the centroid theorem. Parseval's identity gives $\sum_jI_j=\|f\|^2=1$, which is the step `htot`. The denominator of the centroid is therefore one, and the numerator is the first moment.

The normalisation `hf` matters: $f\neq0$ is not enough. Take a one-dimensional space with $H=1$, a single line at $E=1$, and $f=2$. The centroid is $4\cdot1/4=1$, while $\langle f,Hf\rangle=4$.

In a finite configuration-interaction calculation of a multiplet spectrum, the theorem recovers the unmixed energy from the complete list of calculated lines. A list cut off after the strong lines can give a different value.

## The shifts cancel

```lean
/-- For an orthonormal eigenbasis of `H` with real energies and a normalised `f`, the
intensity-weighted line shifts from the unmixed energy add up to zero. -/
theorem shifts_cancel (b : OrthonormalBasis ι ℂ V) {H : V →ₗ[ℂ] V} {E : ι → ℝ}
    (hE : ∀ j, H (b j) = (E j : ℂ) • b j) {f : V} (hf : ‖f‖ = 1) :
    ∑ j, intensity b f j * (E j - unmixedEnergy H f) = 0 := by
  have htot : ∑ j, intensity b f j = 1 := by
    have h := b.sum_sq_norm_inner_right f
    rw [hf, one_pow] at h
    exact h
  have hm : ∑ j, intensity b f j * E j = unmixedEnergy H f := by
    have h := congrArg Complex.re (first_moment b hE f)
    rw [Complex.ofReal_re] at h
    exact h
  simp only [mul_sub, Finset.sum_sub_distrib, ← Finset.sum_mul]
  rw [hm, htot, one_mul, sub_self]
```

Measured from $\varepsilon$, the weighted shifts add up to zero:

$$\sum_jI_j(E_j-\varepsilon)=\sum_jI_jE_j-\varepsilon\sum_jI_j=\varepsilon-\varepsilon=0 .$$

The two sums are `hm`, which is the real part of the first-moment theorem, and `htot`, which is Parseval's identity again.

```lean
/-- For an orthonormal eigenbasis of `H` with real energies and a normalised `f`, the weighted
downward shift of a chosen line `m` equals the summed weighted upward shifts of all others. -/
theorem main_line_balances_satellites [DecidableEq ι] (b : OrthonormalBasis ι ℂ V)
    {H : V →ₗ[ℂ] V} {E : ι → ℝ} (hE : ∀ j, H (b j) = (E j : ℂ) • b j)
    {f : V} (hf : ‖f‖ = 1) (m : ι) :
    intensity b f m * (unmixedEnergy H f - E m) =
      ∑ j ∈ Finset.univ.erase m, intensity b f j * (E j - unmixedEnergy H f) := by
  have h := Finset.add_sum_erase Finset.univ
    (fun j => intensity b f j * (E j - unmixedEnergy H f)) (Finset.mem_univ m)
  rw [shifts_cancel b hE hf] at h
  linear_combination -h
```

Separating one line $m$ from the sum gives

$$I_m(\varepsilon-E_m)=\sum_{j\neq m}I_j(E_j-\varepsilon).$$

`Finset.univ.erase m` is the set of all indices except $m$. If $m$ is the main line, the right side belongs to the satellites. Both sides carry signs: a main line pushed upwards makes them negative. A weak satellite far away can balance a small shift of a strong main line. The theorem allows any $m$ and does not say which line is strongest.

## The second moment measures the coupling

```lean
/-- For an orthonormal eigenbasis of `H` with real energies, the second moment of the lines
about a reference energy `c` is the squared norm of `H f - c f`. -/
theorem second_moment (b : OrthonormalBasis ι ℂ V) {H : V →ₗ[ℂ] V} {E : ι → ℝ}
    (hE : ∀ j, H (b j) = (E j : ℂ) • b j) (f : V) (c : ℝ) :
    ∑ j, intensity b f j * (E j - c) ^ 2 = ‖H f - (c : ℂ) • f‖ ^ 2 := by
  rw [← b.sum_sq_norm_inner_right (H f - (c : ℂ) • f)]
  refine Finset.sum_congr rfl fun j _ => ?_
  have h : inner ℂ (b j) (H f - (c : ℂ) • f) = ((E j - c : ℝ) : ℂ) * inner ℂ (b j) f := by
    rw [inner_sub_right, line_amplitude b hE, inner_smul_right]
    push_cast
    ring
  rw [h, norm_mul, Complex.norm_real, mul_pow, Real.norm_eq_abs, sq_abs, intensity]
  ring
```

For any real reference energy $c$,

$$\sum_jI_j(E_j-c)^2=\|Hf-cf\|^2 .$$

By hand, the amplitude of $Hf-cf$ on $b_j$ is

$$\langle b_j,Hf-cf\rangle=(E_j-c)\langle b_j,f\rangle ,$$

and Parseval's identity for the vector $Hf-cf$ gives the sum of the squared moduli. The step `h` is this amplitude formula.

For a unit vector $f$ and $c=\varepsilon$, the vector $Hf-\varepsilon f$ is orthogonal to $f$, because $\langle f,Hf\rangle-\varepsilon\langle f,f\rangle=0$. It is the part of $Hf$ that leads out of the unmixed state, so the variance of the spectrum is the total squared coupling to the states orthogonal to $f$.

```lean
/-- For an orthonormal eigenbasis of `H` with real energies, if `H` couples the normalised
state `f` to other states, then lines of nonzero intensity lie strictly below and strictly
above the unmixed energy. -/
theorem lines_on_both_sides (b : OrthonormalBasis ι ℂ V) {H : V →ₗ[ℂ] V} {E : ι → ℝ}
    (hE : ∀ j, H (b j) = (E j : ℂ) • b j) {f : V} (hf : ‖f‖ = 1)
    (hmix : H f ≠ (unmixedEnergy H f : ℂ) • f) :
    (∃ j, 0 < intensity b f j ∧ E j < unmixedEnergy H f) ∧
      ∃ j, 0 < intensity b f j ∧ unmixedEnergy H f < E j := by
  have h0 := shifts_cancel b hE hf
  have h2 := second_moment b hE f (unmixedEnergy H f)
  set ε := unmixedEnergy H f
  -- a nonzero second moment forces some line to be visibly shifted
  have hne : ∃ j ∈ Finset.univ, intensity b f j * (E j - ε) ≠ 0 := by
    by_contra hcon
    push Not at hcon
    have hz : ∑ j, intensity b f j * (E j - ε) ^ 2 = 0 :=
      Finset.sum_eq_zero fun j hj => by
        linear_combination (E j - ε) * hcon j hj
    rw [hz] at h2
    exact hmix (sub_eq_zero.mp (norm_eq_zero.mp (pow_eq_zero_iff two_ne_zero |>.mp h2.symm)))
  -- a positive product with a nonnegative intensity has two positive factors
  have key : ∀ j (x : ℝ), 0 < intensity b f j * x → 0 < intensity b f j ∧ 0 < x := by
    intro j x hx
    have hI : 0 ≤ intensity b f j := sq_nonneg _
    have hpos : 0 < intensity b f j :=
      lt_of_le_of_ne hI fun h => by rw [← h, zero_mul] at hx; exact lt_irrefl _ hx
    exact ⟨hpos, (mul_pos_iff_of_pos_left hpos).mp hx⟩
  constructor
  · have hneg : ∑ j, -(intensity b f j * (E j - ε)) = 0 := by
      rw [Finset.sum_neg_distrib, h0, neg_zero]
    obtain ⟨i, hi, hi0⟩ := hne
    obtain ⟨j, _, hj⟩ := Finset.exists_pos_of_sum_zero_of_exists_nonzero _ hneg
      ⟨i, hi, neg_ne_zero.mpr hi0⟩
    obtain ⟨h1, h3⟩ := key j (ε - E j) (by linarith)
    exact ⟨j, h1, by linarith⟩
  · obtain ⟨j, _, hj⟩ := Finset.exists_pos_of_sum_zero_of_exists_nonzero _ h0 hne
    obtain ⟨h1, h3⟩ := key j (E j - ε) hj
    exact ⟨j, h1, by linarith⟩
```

The hypothesis `hmix` says $Hf\neq\varepsilon f$, which for a unit vector means that $f$ is not an eigenstate. The conclusion is that at least one line of nonzero intensity lies strictly below $\varepsilon$ and at least one lies strictly above.

The argument has three steps.

1. If every product $I_j(E_j-\varepsilon)$ were zero, the second moment about $\varepsilon$ would vanish. Then $Hf=\varepsilon f$, against the hypothesis. Hence some product is nonzero; this is `hne`.
2. The products add up to zero. A finite real sum that vanishes but has a nonzero term contains both a positive and a negative term.
3. Since $I_j\ge0$, a positive product has $I_j>0$ and $E_j>\varepsilon$. The same reasoning with the sign reversed gives a line with $E_j<\varepsilon$. The step `key` extracts the two positive factors.

Mixing thus puts the lowest visible line below the unmixed energy, though this line need not be the strongest.

## Hermitian matrices and their diagonal elements

```lean
/-- The eigenvector basis and eigenvalues of any Hermitian matrix satisfy the eigenstate
relation for the operator given by that matrix. -/
theorem eigenstates_witness {n : Type*} [Fintype n] [DecidableEq n] {H : Matrix n n ℂ}
    (hH : H.IsHermitian) (j : n) :
    Matrix.toEuclideanLin H (hH.eigenvectorBasis j) =
      (hH.eigenvalues j : ℂ) • hH.eigenvectorBasis j := by
  ext i
  change (H *ᵥ (hH.eigenvectorBasis j).ofLp) i = _
  rw [hH.mulVec_eigenvectorBasis j]
  simp
```

So far the eigenbasis was given. For a Hermitian matrix $H$, Mathlib supplies one: `hH.eigenvectorBasis` contains the orthonormal eigenvectors, and `hH.eigenvalues` the real energies. `Matrix.toEuclideanLin H` is the matrix regarded as an operator on column vectors. The theorem states $Hb_j=E_jb_j$ for these objects, and the proof compares the two sides component by component. This is the hypothesis `hE`, so the centroid theorem applies to every Hermitian matrix and every unit vector $f$.

```lean
/-- For a Hermitian matrix, the eigenvalues weighted by the squared moduli of component `k` of
the orthonormal eigenvectors add up to the diagonal element `H k k`. -/
theorem diagonal_sum_rule {n : Type*} [Fintype n] [DecidableEq n] {H : Matrix n n ℂ}
    (hH : H.IsHermitian) (k : n) :
    ((∑ j, ‖(hH.eigenvectorBasis j).ofLp k‖ ^ 2 * hH.eigenvalues j : ℝ) : ℂ) = H k k := by
  have h := first_moment hH.eigenvectorBasis (eigenstates_witness hH)
    (EuclideanSpace.single k (1 : ℂ))
  -- acting on basis state `k` picks out column `k`
  have hcol : (Matrix.toEuclideanLin H (EuclideanSpace.single k (1 : ℂ))).ofLp k = H k k := by
    change (H *ᵥ (EuclideanSpace.single k (1 : ℂ)).ofLp) k = _
    simp [Matrix.mulVec, dotProduct]
  rw [EuclideanSpace.inner_single_left, hcol] at h
  simpa [intensity, EuclideanSpace.inner_single_right] using h

end

end MultipletCentroid
```

Now let the unmixed state be the basis configuration $k$, with unit vector $e_k$. Write $(b_j)_k$ for component $k$ of the eigenvector $b_j$. Then

$$\sum_j|(b_j)_k|^2E_j=H_{kk}.$$

This is the first-moment theorem with $f=e_k$. The overlap $\langle b_j,e_k\rangle$ is the complex conjugate of $(b_j)_k$, so the intensity is $|(b_j)_k|^2$. On the other side, $He_k$ is column $k$ of the matrix, and its component $k$ is $H_{kk}$; the step `hcol` records this. The off-diagonal elements redistribute intensity and energy among the lines, but the weighted sum returns the diagonal element that was entered for configuration $k$.

```lean
#print axioms MultipletCentroid.centroid_eq_unmixed
-- 'MultipletCentroid.centroid_eq_unmixed' depends on axioms: [propext, Classical.choice, Quot.sound]
#print axioms MultipletCentroid.main_line_balances_satellites
-- 'MultipletCentroid.main_line_balances_satellites' depends on axioms: [propext, Classical.choice, Quot.sound]
#print axioms MultipletCentroid.lines_on_both_sides
-- 'MultipletCentroid.lines_on_both_sides' depends on axioms: [propext, Classical.choice, Quot.sound]
#print axioms MultipletCentroid.diagonal_sum_rule
-- 'MultipletCentroid.diagonal_sum_rule' depends on axioms: [propext, Classical.choice, Quot.sound]
```
